# Cutting off the uniform-gas exchange hole at radius L loses charge as 1/L and energy as 1/L²

In the three-dimensional unpolarized uniform electron gas at zero temperature, with Fermi momentum \(k_F>0\), let \(\rho_x(u)\) be the exchange hole at distance \(u\) from the reference electron. In atomic units, the part beyond a radius \(L\) satisfies, as \(L\to\infty\),

\[
L\int_L^\infty 4\pi u^2\rho_x\,du\to-\frac{3}{\pi k_F},\qquad
L^2\cdot\frac12\int_L^\infty 4\pi u\,\rho_x\,du\to-\frac{3}{4\pi k_F}.
\]

The first integral is hole charge. The second, with its factor \(\tfrac12\), is exchange energy per electron. The whole hole has charge \(-1\), which is the sum rule, and energy \(-3k_F/(4\pi)\). To leading order the relative losses are therefore \(3/(\pi k_FL)\) and \(1/(k_FL)^2\), so a distant cutoff disturbs the sum rule more than the energy. Real-space cutoffs also appear in the construction of some generalized-gradient functionals, but there they act on the gradient-expanded hole and are chosen to restore the sum rule.

## A uniform gas with a sharp Fermi surface

The physical hypothesis sits in the formula for the hole. With \(g(x)=(\sin x-x\cos x)^2\) and density \(n=k_F^3/(3\pi^2)\),

\[
\rho_x(u)=-\frac n2\,\frac{9\,g(k_Fu)}{(k_Fu)^6}.
\]

This is the hole of a determinant of plane waves, filled up to \(k_F\) for both spins, in the limit of infinite volume. The step from that determinant to the formula is taken as a definition, `exchangeHole`, and is not derived.

```lean
import Mathlib

open MeasureTheory Set Filter Topology Real

namespace ExchangeHoleCutoff

noncomputable section

/-- The oscillating numerator `(sin x - x cos x)²` of the uniform-gas exchange hole. -/
def holeShape (x : ℝ) : ℝ := (sin x - x * cos x) ^ 2

/-- The integral of `holeShape x / x ^ m` beyond the cutoff `R > 0`. It converges for `m ≥ 4`; for
smaller `m` it diverges and Lean gives it the value zero. -/
def tailMoment (m : ℕ) (R : ℝ) : ℝ := ∫ x in Ioi R, holeShape x / x ^ m

/-- Exchange hole of the unpolarized uniform gas with Fermi momentum `k > 0`, at distance
`u > 0` from the reference electron; the density is `k³ / (3π²)`. -/
def exchangeHole (k u : ℝ) : ℝ :=
  -(k ^ 3 / (3 * π ^ 2)) / 2 * (9 * holeShape (k * u) / (k * u) ^ 6)
```

`holeShape` is \(g\), and `tailMoment m R` is \(M_m(R)=\int_R^\infty g(x)/x^m\,dx\), with `Ioi R` the half-line \((R,\infty)\). Without the sharp Fermi surface the power laws can disappear: in an insulator the hole decays exponentially, and both limits would be zero.

## An inverse power of at least four

The tail theorems treat \(g/x^{k+4}\) for a natural number \(k\). Lean also uses the letter `k` for the Fermi momentum in `exchangeHole` and in the last two theorems; here that is always \(k_F\). Charge corresponds to \(k=0\) and energy to \(k=1\).

Expanding the square gives

\[
g(x)=\frac{x^2}{2}+\frac{x^2\cos2x}{2}-x\sin2x+\sin^2x .
\]

After division by \(x^{k+4}\), the first term is the mean part and the second oscillates. Both are captured to leading order by the derivative of

\[
P(x)=\frac{\sin2x}{4x^{k+2}}-\frac{1}{2(k+1)x^{k+1}},
\]

namely

\[
P'(x)=\frac{\cos2x}{2x^{k+2}}-\frac{(k+2)\sin2x}{4x^{k+3}}+\frac1{2x^{k+2}} .
\]

Subtraction leaves

\[
\frac{g(x)}{x^{k+4}}-P'(x)=\frac{\frac{k-2}{4}\,x\sin2x+\sin^2x}{x^{k+4}} .
\]

The condition on the power ensures that \(P\) vanishes at infinity. In the proof, this enters through `inverse_power`, which supplies the derivative and the limit of \(-1/x^{k+1}\).

```lean
/-- Approximate primitive of `holeShape x / x^(k+4)`, for `x > 0`. -/
def approxPrimitive (k : ℕ) (x : ℝ) : ℝ :=
  sin (2 * x) / (4 * x ^ (k + 2)) + 1 / (2 * ((k : ℝ) + 1)) * -(1 / x ^ (k + 1))

/-- The function `-1/x^(k+1)` has derivative `(k+1)/x^(k+2)` for `x > 0` and vanishes at
infinity. -/
theorem inverse_power (k : ℕ) :
    (∀ x : ℝ, 0 < x → HasDerivAt (fun y : ℝ => -(1 / y ^ (k + 1)))
      (((k : ℝ) + 1) / x ^ (k + 2)) x) ∧
    Tendsto (fun y : ℝ => -(1 / y ^ (k + 1))) atTop (𝓝 0) := by
  constructor
  · intro x hx
    refine ((hasDerivAt_const x (1 : ℝ)).fun_div (hasDerivAt_pow (k + 1) x)
      (pow_pos hx _).ne').fun_neg.congr_deriv ?_
    rw [show k + 1 - 1 = k by omega, ← neg_div,
      div_eq_div_iff (by positivity) (by positivity)]
    push_cast
    ring
  · have h := (tendsto_inv_atTop_zero.comp
      (tendsto_pow_atTop (α := ℝ) (show k + 1 ≠ 0 by omega))).neg
    simpa only [one_div, Function.comp_def, neg_zero] using h
```

With the power three there is no finite tail: the mean part of \(g/x^3\) is \(1/(2x)\), whose integral diverges logarithmically. Physically, \(\int4\pi u^3\rho_x\,du\) is infinite for this gas.

## A reduced cutoff of at least one

The variable \(R=k_FL\) measures the cutoff in units of \(1/k_F\), and \(R\ge1\) means that it is at least one such length. By hand, the condition is used to bound the remainder. For \(x\ge1\) we have \(\sin^2x\le x\), and \(|k-2|\le k+2\), so the numerator is at most

\[
\frac{k+2}{4}x+x\le(k+2)x .
\]

The remainder is therefore at most \((k+2)/x^{k+3}\) in size. `approxPrimitive_deriv` proves this: its equation `e` is the subtraction above, and `hN` is the bound on the numerator.

```lean
/-- For `x ≥ 1` the derivative of the approximate primitive reproduces `holeShape x / x^(k+4)`
up to `(k+2)/x^(k+3)`. -/
theorem approxPrimitive_deriv (k : ℕ) {x : ℝ} (hx : 1 ≤ x) :
    DifferentiableAt ℝ (approxPrimitive k) x ∧
      |holeShape x / x ^ (k + 4) - deriv (approxPrimitive k) x| ≤
        ((k : ℝ) + 2) / x ^ (k + 3) := by
  have hx0 : 0 < x := by linarith
  have h0 : HasDerivAt (fun y : ℝ => 2 * y) 2 x := by
    simpa using (hasDerivAt_id' x).const_mul (2 : ℝ)
  have hs : HasDerivAt (fun y : ℝ => sin (2 * y) / (4 * y ^ (k + 2)))
      ((x * cos (2 * x) / 2 - ((k : ℝ) + 2) / 4 * sin (2 * x)) / x ^ (k + 3)) x := by
    refine (h0.sin.fun_div ((hasDerivAt_pow (k + 2) x).const_mul 4)
      (by positivity)).congr_deriv ?_
    rw [show k + 2 - 1 = k + 1 by omega, div_eq_div_iff (by positivity) (by positivity)]
    push_cast
    ring
  have h : HasDerivAt (approxPrimitive k) _ x :=
    hs.fun_add (((inverse_power k).1 x hx0).const_mul (1 / (2 * ((k : ℝ) + 1))))
  refine ⟨h.differentiableAt, ?_⟩
  -- the leading terms cancel
  have e : holeShape x / x ^ (k + 4) -
      ((x * cos (2 * x) / 2 - ((k : ℝ) + 2) / 4 * sin (2 * x)) / x ^ (k + 3) +
        1 / (2 * ((k : ℝ) + 1)) * (((k : ℝ) + 1) / x ^ (k + 2))) =
      (((k : ℝ) - 2) / 4 * (x * sin (2 * x)) + sin x ^ 2) / x ^ (k + 4) := by
    rw [sub_eq_iff_eq_add]
    simp only [holeShape, sin_two_mul, cos_two_mul]
    field_simp
    ring
  have hN : |((k : ℝ) - 2) / 4 * (x * sin (2 * x)) + sin x ^ 2| ≤ ((k : ℝ) + 2) * x := by
    have hkx : 0 ≤ (k : ℝ) * x := by positivity
    obtain ⟨h1, h2⟩ := abs_le.1 (abs_sin_le_one (2 * x))
    have a1 := mul_le_mul_of_nonneg_left h1 hx0.le
    have a2 := mul_le_mul_of_nonneg_left h2 hx0.le
    have a3 := mul_le_mul_of_nonneg_left h1 hkx
    have a4 := mul_le_mul_of_nonneg_left h2 hkx
    have a5 := sin_sq_le_one x
    have a6 := sq_nonneg (sin x)
    exact abs_le.2 ⟨by nlinarith, by nlinarith⟩
  rw [h.deriv, e, abs_div, abs_of_pos (pow_pos hx0 _),
    div_le_div_iff₀ (by positivity) (by positivity)]
  calc _ ≤ (((k : ℝ) + 2) * x) * x ^ (k + 3) :=
        mul_le_mul_of_nonneg_right hN (by positivity)
    _ = _ := by ring
```

Integrating from \(R\) to infinity gives

\[
M_{k+4}(R)=\frac1{2(k+1)R^{k+1}}-\frac{\sin2R}{4R^{k+2}}+E,\qquad |E|\le\int_R^\infty\frac{k+2}{x^{k+3}}\,dx=\frac1{R^{k+2}} .
\]

The total error is thus at most \(2/R^{k+2}\), which is the statement of `tail_error`. The proof arranges the integration as a squeeze. It adds the bound \((k+2)/x^{k+3}\) to \(P'\), which gives a nonnegative derivative with a known integral. This function dominates \(g/x^{k+4}\), which establishes integrability (`hfi`) and the upper estimate; the lower estimate follows by adding the bound twice to \(g/x^{k+4}\).

```lean
/-- For a cutoff `R ≥ 1`, the tail of `holeShape x / x^(k+4)` is `1/(2(k+1)R^(k+1))` up to
an error of at most `2/R^(k+2)`. -/
theorem tail_error (k : ℕ) {R : ℝ} (hR : 1 ≤ R) :
    |tailMoment (k + 4) R - 1 / (2 * ((k : ℝ) + 1)) * (1 / R ^ (k + 1))| ≤
      2 / R ^ (k + 2) := by
  have hS : ∀ x : ℝ, 0 < x → ‖sin (2 * x) / (4 * x ^ (k + 2))‖ ≤ 1 / x ^ (k + 2) := by
    intro x hx
    have hp : 0 < x ^ (k + 2) := pow_pos hx _
    rw [Real.norm_eq_abs, abs_div, abs_of_pos (by positivity : 0 < 4 * x ^ (k + 2)),
      div_le_div_iff₀ (by positivity) hp]
    nlinarith [abs_sin_le_one (2 * x)]
  have hF : Tendsto (approxPrimitive k) atTop (𝓝 (0 + 1 / (2 * ((k : ℝ) + 1)) * 0)) :=
    (squeeze_zero_norm' ((eventually_gt_atTop 0).mono hS)
      (tendsto_const_nhds.div_atTop (tendsto_pow_atTop (by omega)))).add
      ((inverse_power k).2.const_mul _)
  have hB : ∀ x ∈ Ici R, HasDerivAt (fun y : ℝ => -(1 / y ^ (k + 2)))
      (((k : ℝ) + 2) / x ^ (k + 3)) x := fun x hx =>
    ((inverse_power (k + 1)).1 x (by linarith [mem_Ici.1 hx])).congr_deriv
      (by push_cast; ring)
  have hBt : Tendsto (fun y : ℝ => -(1 / y ^ (k + 2))) atTop (𝓝 0) := (inverse_power (k + 1)).2
  have hB0 : ∀ x ∈ Ioi R, 0 ≤ ((k : ℝ) + 2) / x ^ (k + 3) := by
    intro x hx
    have : 0 < x := by linarith [mem_Ioi.1 hx]
    positivity
  have hf0 : ∀ x ∈ Ioi R, 0 ≤ holeShape x / x ^ (k + 4) := fun x hx =>
    div_nonneg (sq_nonneg _) (pow_nonneg (by linarith [mem_Ioi.1 hx]) _)
  have hr := fun x (hx : x ∈ Ioi R) =>
    abs_le.1 (approxPrimitive_deriv k (hR.trans (le_of_lt hx))).2
  have hU := fun x (hx : x ∈ Ici R) =>
    (approxPrimitive_deriv k (hR.trans hx)).1.hasDerivAt.fun_add (hB x hx)
  have hU0 : ∀ x ∈ Ioi R, 0 ≤ deriv (approxPrimitive k) x + ((k : ℝ) + 2) / x ^ (k + 3) :=
    fun x hx => by linarith [(hr x hx).2, hf0 x hx]
  have hBi := integrableOn_Ioi_deriv_of_nonneg' hB hB0 hBt
  have hUi := integrableOn_Ioi_deriv_of_nonneg' hU hU0 (hF.add hBt)
  have hfi : IntegrableOn (fun x => holeShape x / x ^ (k + 4)) (Ioi R) := by
    have hc : Continuous holeShape := by unfold holeShape; fun_prop
    refine Integrable.mono' hUi
      (hc.measurable.div (continuous_pow (k + 4)).measurable).aestronglyMeasurable
      (ae_restrict_of_forall_mem measurableSet_Ioi fun x hx => ?_)
    rw [Real.norm_eq_abs, abs_of_nonneg (hf0 x hx)]
    linarith [(hr x hx).2]
  -- squeeze the tail between two integrals known in closed form
  have upper := setIntegral_mono_on hfi hUi measurableSet_Ioi
    (fun x hx => by linarith [(hr x hx).2])
  have lower : ∫ x in Ioi R, (deriv (approxPrimitive k) x + ((k : ℝ) + 2) / x ^ (k + 3)) ≤
      ∫ x in Ioi R, (holeShape x / x ^ (k + 4) + 2 * (((k : ℝ) + 2) / x ^ (k + 3))) :=
    setIntegral_mono_on hUi (hfi.add (hBi.const_mul 2)) measurableSet_Ioi
      (fun x hx => by
        have := (hr x hx).1

        linarith)
  rw [integral_add hfi (hBi.const_mul 2), integral_const_mul,
    integral_Ioi_of_hasDerivAt_of_nonneg' hB hB0 hBt] at lower
  rw [integral_Ioi_of_hasDerivAt_of_nonneg' hU hU0 (hF.add hBt)] at upper lower
  have hSR := abs_le.1 (hS R (by linarith))
  have e2 : 2 / R ^ (k + 2) = 2 * (1 / R ^ (k + 2)) := by ring
  simp only [approxPrimitive] at upper lower
  rw [e2, tailMoment]
  exact abs_le.2 ⟨by linarith [hSR.1, hSR.2], by linarith [hSR.1, hSR.2]⟩
```

The condition \(R\ge1\) is a convenience: since \(\sin^2x\le x\) for every \(x>0\), the same argument works for any \(R>0\). The limits need only large \(R\). Multiplying the error by \(R^{k+1}\) leaves at most \(2/R\), so \(R^{k+1}M_{k+4}(R)\to1/(2(k+1))\).

```lean
/-- As the cutoff `R` grows, `R^(k+1)` times the tail of `holeShape x / x^(k+4)` tends to
`1/(2(k+1))`. -/
theorem tail_limit (k : ℕ) :
    Tendsto (fun R : ℝ => R ^ (k + 1) * tailMoment (k + 4) R) atTop
      (𝓝 (1 / (2 * ((k : ℝ) + 1)))) := by
  rw [tendsto_iff_norm_sub_tendsto_zero]
  refine squeeze_zero' (g := fun R : ℝ => 2 / R)
    (Eventually.of_forall fun _ => norm_nonneg _) ?_ (tendsto_const_nhds.div_atTop tendsto_id)
  filter_upwards [eventually_ge_atTop 1] with R hR
  have hR0 : 0 < R := by linarith
  have e : R ^ (k + 1) * tailMoment (k + 4) R - 1 / (2 * ((k : ℝ) + 1)) =
      R ^ (k + 1) * (tailMoment (k + 4) R - 1 / (2 * ((k : ℝ) + 1)) * (1 / R ^ (k + 1))) := by
    rw [mul_sub]
    congr 1
    field_simp
  rw [e, Real.norm_eq_abs, abs_mul, abs_of_pos (pow_pos hR0 _)]
  calc _ ≤ R ^ (k + 1) * (2 / R ^ (k + 2)) :=
        mul_le_mul_of_nonneg_left (tail_error k hR) (by positivity)
    _ = 2 / R := by
        rw [← mul_div_assoc, div_eq_div_iff (by positivity) (by positivity)]
        ring
```

Setting \(k=0\) and \(k=1\) gives \(R\,M_4(R)\to\tfrac12\) and \(R^2M_5(R)\to\tfrac14\). In Lean, `Tendsto … atTop (𝓝 a)` says that the expression converges to \(a\) as its variable grows without bound.

```lean
/-- As `R` tends to infinity, `R` times the tail of `(sin x - x cos x)²/x⁴` tends to `1/2`,
and `R²` times the tail of `(sin x - x cos x)²/x⁵` tends to `1/4`. -/
theorem truncation_orders :
    Tendsto (fun R : ℝ => R * tailMoment 4 R) atTop (𝓝 (1 / 2)) ∧
      Tendsto (fun R : ℝ => R ^ 2 * tailMoment 5 R) atTop (𝓝 (1 / 4)) := by
  refine ⟨by simpa using tail_limit 0, ?_⟩
  rw [show (1 / 4 : ℝ) = 1 / (2 * (((1 : ℕ) : ℝ) + 1)) by norm_num]
  exact tail_limit 1
```

## Exponents that add up to six

A radial weight \(u^p\) cancels \(p\) of the six inverse powers in the hole, leaving \(m=6-p\). Substituting \(x=k_Fu\) gives

\[
\int_L^\infty4\pi u^p\rho_x\,du
=-\frac6\pi k_F^{3-p}\int_L^\infty\frac{g(k_Fu)}{(k_Fu)^m}\,du
=-\frac6\pi k_F^{2-p}M_m(k_FL).
\]

In `hole_scaling`, the hypothesis `h : p + m = 6` is used in `e6` to split the sixth power; the substitution follows. The integrals converge for \(p\le2\), which covers charge and energy. For \(p\ge3\) both sides diverge, and the Lean identity only says \(0=0\), because Lean gives a divergent integral the value zero.

```lean
/-- For `k, L > 0` and `p + m = 6`, the `p`-th radial moment of the exchange hole beyond `L` is a
multiple of the tail moment `m` at the reduced cutoff `k L`. For `p ≥ 3` both integrals diverge and
Lean gives them the value zero. -/
theorem hole_scaling {k L : ℝ} (hk : 0 < k) (hL : 0 < L) {p m : ℕ} (h : p + m = 6) :
    ∫ u in Ioi L, 4 * π * u ^ p * exchangeHole k u =
      -6 / π * (k ^ 2 / k ^ p) * tailMoment m (k * L) := by
  have e : ∫ u in Ioi L, 4 * π * u ^ p * exchangeHole k u =
      ∫ u in Ioi L, -6 / π * (k ^ 3 / k ^ p) * (holeShape (k * u) / (k * u) ^ m) := by
    refine setIntegral_congr_fun measurableSet_Ioi fun u hu => ?_
    have hu0 : 0 < u := lt_trans hL hu
    have e6 : (k * u) ^ 6 = k ^ p * u ^ p * (k * u) ^ m := by
      rw [← mul_pow, ← pow_add, h]
    simp only [exchangeHole, e6]
    generalize holeShape (k * u) = g
    field_simp
    ring
  rw [e, integral_const_mul,
    integral_comp_mul_left_Ioi (fun x => holeShape x / x ^ m) L hk, smul_eq_mul, ← tailMoment]
  field_simp
```

Without `h` the identity is false. Take \(k_F=1\), \(p=2\), \(m=5\) and multiply both sides by \(L\): the left side tends to \(-3/\pi\), the right side to zero.

## A positive Fermi momentum and a positive radius

Positive \(k_F\) means that there is a gas. The substitution uses it to preserve the direction of the half-line, and the limit uses it to send \(k_FL\) to infinity. For `hole_scaling`, a nonzero value is not enough: at \(k_F=-1\) and \(p=2\) the left side is positive and the right side negative. The radius condition \(L>0\) keeps \(u\) away from zero in the cancellation; \(L=0\) would serve equally well, because the half-line is open.

For charge, \(p=2\) and \(m=4\) give

\[
L\left(-\frac6\pi M_4(k_FL)\right)\to-\frac6{\pi k_F}\cdot\frac12=-\frac3{\pi k_F}.
\]

For energy, \(p=1\) and \(m=5\), with the factor \(\tfrac12\), give

\[
L^2\left(-\frac{3k_F}{\pi}M_5(k_FL)\right)\to-\frac3{\pi k_F}\cdot\frac14=-\frac3{4\pi k_F}.
\]

`hole_truncation` composes the two tail limits with \(L\mapsto k_FL\) and replaces the moments by the hole integrals for \(L>0\).

```lean
/-- For Fermi momentum `k > 0`, `L` times the hole charge beyond the radius `L` tends to
`-3/(πk)`, and `L²` times the exchange energy per electron from beyond `L` to `-3/(4πk)`. -/
theorem hole_truncation {k : ℝ} (hk : 0 < k) :
    Tendsto (fun L => L * ∫ u in Ioi L, 4 * π * u ^ 2 * exchangeHole k u) atTop
      (𝓝 (-3 / (π * k))) ∧
    Tendsto (fun L => L ^ 2 * (1 / 2 * ∫ u in Ioi L, 4 * π * u ^ 1 * exchangeHole k u)) atTop
      (𝓝 (-3 / (4 * π * k))) := by
  have hs : Tendsto (fun L : ℝ => k * L) atTop atTop := tendsto_id.const_mul_atTop hk
  constructor
  · have h := (truncation_orders.1.comp hs).const_mul (-6 / (π * k))
    rw [show -6 / (π * k) * (1 / 2) = -3 / (π * k) by ring] at h
    refine h.congr' ?_
    filter_upwards [eventually_gt_atTop 0] with L hL
    rw [hole_scaling hk hL (show 2 + 4 = 6 by rfl), Function.comp_apply]
    field_simp
  · have h := (truncation_orders.2.comp hs).const_mul (-3 / (π * k))
    rw [show -3 / (π * k) * (1 / 4) = -3 / (4 * π * k) by ring] at h
    refine h.congr' ?_
    filter_upwards [eventually_gt_atTop 0] with L hL
    rw [hole_scaling hk hL (show 1 + 5 = 6 by rfl), Function.comp_apply]
    field_simp
    ring

end

end ExchangeHoleCutoff
```

The limits are taken at fixed \(k_F\). In a dilute gas the cutoff must be large compared with \(1/k_F\) before they describe the loss.

```lean
#print axioms ExchangeHoleCutoff.hole_truncation
```

```
'ExchangeHoleCutoff.hole_truncation' depends on axioms: [propext, Classical.choice, Quot.sound]
```
